# A Hill discriminant above two in absolute value excludes non-zero bounded solutions in a one-dimensional periodic potential

Take $\psi''=\psi$. Every solution is $Ae^{x}+Be^{-x}$, and a shift by $a>0$ multiplies the two parts by $e^{a}$ and $e^{-a}$, so anything non-zero blows up on at least one side. The solutions with value and slope $(1,0)$ and $(0,1)$ at the origin are $u=\cosh x$ and $v=\sinh x$, and $u(a)+v'(a)=2\cosh a>2$.

For $\psi''=q(x)\psi$ with a general $a$-periodic $q$, I have no such formulas. I can only integrate $u$ and $v$ across one period. How can the single number $D=u(a)+v'(a)$ then exclude every non-zero bounded solution on the whole line, including those that I never assumed to be Bloch waves?

## Three points one period apart

Any solution, Bloch wave or not, obeys

$$\psi(x+2a)+\psi(x)=D\,\psi(x+a).$$

If $|D|>2$ and the middle value is non-zero, at least one neighbour is larger in modulus, by a factor of $|D|/2$ or more. Repeating the step from that neighbour gives values that grow without bound, so a bounded $\psi$ must vanish.

To derive this, start with the Wronskian of $u$ and $\psi$:

$$(u\psi'-u'\psi)'=u'\psi'+uq\psi-qu\psi-u'\psi'=0.$$

The same holds for $v$. The values at the origin give

$$u\psi'-u'\psi=\psi'(0),\qquad v'\psi-v\psi'=\psi(0),\qquad uv'-u'v=1.$$

Hence

$$u\,\psi(0)+v\,\psi'(0)=u(v'\psi-v\psi')+v(u\psi'-u'\psi)=(uv'-u'v)\psi=\psi .$$

Since $q$ is periodic, $u(x+a)$ and $v(x+a)$ are again solutions, so they can be expanded in this way:

$$u(x+a)=u(a)u(x)+u'(a)v(x),\qquad v(x+a)=v(a)u(x)+v'(a)v(x).$$

Apply the first formula at $x+a$, insert the second, and replace $u'(a)v(x)$ by $u(x+a)-u(a)u(x)$:

$$\begin{aligned}u(x+2a)&=u(a)u(x+a)+u'(a)v(a)u(x)+v'(a)\,[u(x+a)-u(a)u(x)]\\&=D\,u(x+a)-[u(a)v'(a)-u'(a)v(a)]\,u(x)=D\,u(x+a)-u(x).\end{aligned}$$

For $v$, use $v(a)u(x)=v(x+a)-v'(a)v(x)$ to get

$$\begin{aligned}v(x+2a)&=v(a)[u(a)u(x)+u'(a)v(x)]+v'(a)v(x+a)\\&=D\,v(x+a)-v(x).\end{aligned}$$

Combining the two with weights $\psi(0)$ and $\psi'(0)$ gives the recurrence for $\psi$.

Now let $M=\sup|\psi|$ be finite. For every $y$,

$$|D|\,|\psi(y)|=|\psi(y+a)+\psi(y-a)|\le 2M .$$

Taking the supremum gives $|D|M\le 2M$, so $|D|>2$ forces $M=0$. The sign of $D$ plays no part.

## Bloch waves when $|D|\le 2$

Put $\lambda,\mu=D/2\pm i\sqrt{1-D^2/4}$. Then $\lambda+\mu=D$, $\lambda\mu=1$ and $|\lambda|=|\mu|=1$. Let $\chi(x)=u(x+a)-\mu u(x)$. If $\chi$ vanishes identically, $u$ is a Bloch solution with multiplier $\mu$. Otherwise

$$\chi(x+a)=(D-\mu)u(x+a)-u(x)=\lambda u(x+a)-\lambda\mu u(x)=\lambda\chi(x).$$

Either way there is a non-zero solution whose modulus is periodic and continuous. For $a>0$ it is bounded on $[0,a]$, hence everywhere. This promises one bounded solution, not that all are bounded: $q=0$ has $D=2$ and the solutions $1$ and $x$.

## A single well, where periodicity fails

Let $q(x)=1-2\,\mathrm{sech}^2x$. Then $u=\mathrm{sech}\,x$ is a bounded solution, the bound state of an isolated well, and $v=\tfrac12(x\,\mathrm{sech}\,x+\sinh x)$. At $a=3$ one finds $u(a)+v'(a)\approx5.0$. Without periodicity of $q$, a large $D$ therefore excludes nothing.

## Solutions as pairs of functions in Lean

For a particle of mass $m$ and energy $\varepsilon$ in a potential $V$, $q=2m(V-\varepsilon)/\hbar^2$; it is not a wave number. `IsSolution q ψ ψ'` says that `ψ` has derivative `ψ'` and `ψ'` has derivative `q x • ψ x` at every point. The values lie in a real normed space `E` (not the energy), which includes real and complex wave functions.

`IsFundamentalPair` records the equations and initial data of `u` and `v`. Their existence is assumed; continuity of $q$ would supply it. A jump in $q$, as at the square barriers of a Kronig–Penney model, rules it out, because `ψ'` must have the derivative `q x • ψ x` at every point and a derivative cannot jump. The Lean theorems therefore do not cover that model, although the derivation by hand does, with $\psi$ and $\psi'$ continuous across each jump. `discriminant u v' a` is $D$, the trace of the transfer matrix, not the discriminant of a polynomial.

`bounded_solution_eq_zero` states that if `q` is `a`-periodic and $|D|>2$, a solution with bounded `ψ` is zero at every `x`. No bound on `ψ'` is required, nor is $a>0$, since $a=0$ gives $D=2$. `exists_bounded_iff` states that for $a>0$ a non-zero bounded complex solution exists exactly when $|D|\le2$. There $a\neq0$ is needed: with $a=0$ and $q=1$, $D=2$ but no such solution exists.

In band-structure work for non-interacting electrons in one dimension, this lets two integrations over one cell classify a trial energy. Concluding that an energy with $|D|>2$ lies outside every band takes one further step, the identification of the Hamiltonian's spectrum with the energies that admit non-zero bounded solutions. Such an energy lies either in a gap between bands or below the lowest band, as in the opening example.

```lean
import Mathlib

open Function

namespace HillDiscriminant

variable {E : Type*} [NormedAddCommGroup E] [NormedSpace ℝ E]

/-- `ψ`, with derivative `ψ'`, solves `ψ'' = q ψ` on the whole line. -/
def IsSolution (q : ℝ → ℝ) (ψ ψ' : ℝ → E) : Prop :=
  ∀ x, HasDerivAt ψ (ψ' x) x ∧ HasDerivAt ψ' (q x • ψ x) x

/-- `u` and `v` are the solutions of `ψ'' = q ψ` with `(u, u') = (1, 0)` and
`(v, v') = (0, 1)` at the origin. -/
structure IsFundamentalPair (q u u' v v' : ℝ → ℝ) : Prop where
  solU : IsSolution q u u'
  solV : IsSolution q v v'
  u_zero : u 0 = 1
  du_zero : u' 0 = 0
  v_zero : v 0 = 0
  dv_zero : v' 0 = 1

/-- The number `u(a) + v'(a)`. If `u` and `v` are the normalised solutions of `ψ'' = q ψ`, it is the
trace of the transfer matrix from `0` to `a`; if `q` is also `a`-periodic, it is the Hill
discriminant. -/
def discriminant (u v' : ℝ → ℝ) (a : ℝ) : ℝ := u a + v' a

variable {q u u' v v' : ℝ → ℝ} {ψ ψ' : ℝ → E} {a : ℝ}

/-- The Wronskian of a real solution `u` and any solution `ψ` of the same equation `ψ'' = q ψ` does
not depend on position. -/
theorem wronskian_const (hu : IsSolution q u u') (hψ : IsSolution q ψ ψ') (x : ℝ) :
    u x • ψ' x - u' x • ψ x = u 0 • ψ' 0 - u' 0 • ψ 0 := by
  have h : ∀ y, HasDerivAt (fun y => u y • ψ' y - u' y • ψ y) 0 y := by
    intro y
    have h1 := ((hu y).1.smul (hψ y).2).sub ((hu y).2.smul (hψ y).1)
    refine HasDerivAt.congr_deriv h1 ?_
    simp only [smul_eq_mul]
    module
  exact is_const_of_deriv_eq_zero (fun y => (h y).differentiableAt) (fun y => (h y).deriv) x 0

/-- The normalised solutions have Wronskian one everywhere. -/
theorem wronskian_eq_one (hf : IsFundamentalPair q u u' v v') (x : ℝ) :
    u x * v' x - u' x * v x = 1 := by
  have h := wronskian_const hf.solU hf.solV x
  simp only [smul_eq_mul, hf.u_zero, hf.du_zero, hf.v_zero, hf.dv_zero] at h
  linarith

/-- Every solution is the combination of `u` and `v` fixed by its value and slope at the origin. -/
theorem solution_expansion (hf : IsFundamentalPair q u u' v v') (hψ : IsSolution q ψ ψ')
    (x : ℝ) : ψ x = u x • ψ 0 + v x • ψ' 0 := by
  have h1 := wronskian_const hf.solU hψ x
  rw [hf.u_zero, hf.du_zero, one_smul, zero_smul, sub_zero] at h1
  have h2 := wronskian_const hf.solV hψ x
  rw [hf.v_zero, hf.dv_zero, one_smul, zero_smul, zero_sub] at h2
  have e2 : ψ 0 = v' x • ψ x - v x • ψ' x := by rw [← neg_sub, h2, neg_neg]
  calc ψ x = (u x * v' x - u' x * v x) • ψ x := by rw [wronskian_eq_one hf x, one_smul]
    _ = u x • (v' x • ψ x - v x • ψ' x) + v x • (u x • ψ' x - u' x • ψ x) := by module
    _ = u x • ψ 0 + v x • ψ' 0 := by rw [h1, ← e2]

/-- In a periodic potential, a solution translated by one period is again a solution. -/
theorem IsSolution.shift (hψ : IsSolution q ψ ψ') (hq : Periodic q a) :
    IsSolution q (fun x => ψ (x + a)) (fun x => ψ' (x + a)) := by
  intro x
  have h := (hψ (x + a)).2
  rw [hq x] at h
  exact ⟨HasDerivAt.comp_add_const x a (hψ (x + a)).1, HasDerivAt.comp_add_const x a h⟩

/-- In an `a`-periodic potential, the values of a solution at three points spaced by `a` obey
`ψ(x + 2a) + ψ(x) = D ψ(x + a)`, with `D` the Hill discriminant. -/
theorem period_recurrence (hf : IsFundamentalPair q u u' v v') (hq : Periodic q a)
    (hψ : IsSolution q ψ ψ') (x : ℝ) :
    ψ (x + a + a) + ψ x = discriminant u v' a • ψ (x + a) := by
  -- the transfer matrix acting on the normalised solutions
  have hU : ∀ y, u (y + a) = u y * u a + v y * u' a := fun y => by
    simpa only [zero_add, smul_eq_mul] using solution_expansion hf (hf.solU.shift hq) y
  have hV : ∀ y, v (y + a) = u y * v a + v y * v' a := fun y => by
    simpa only [zero_add, smul_eq_mul] using solution_expansion hf (hf.solV.shift hq) y
  have hW := wronskian_eq_one hf a
  -- its characteristic equation, applied to `u` and to `v`
  have c1 : u (x + a + a) + u x = discriminant u v' a * u (x + a) := by
    rw [hU (x + a), hU x, hV x, discriminant]
    linear_combination (-(u x)) * hW
  have c2 : v (x + a + a) + v x = discriminant u v' a * v (x + a) := by
    rw [hV (x + a), hU x, hV x, discriminant]
    linear_combination (-(v x)) * hW
  calc ψ (x + a + a) + ψ x
      = (u (x + a + a) + u x) • ψ 0 + (v (x + a + a) + v x) • ψ' 0 := by
        rw [solution_expansion hf hψ (x + a + a), solution_expansion hf hψ x]
        module
    _ = discriminant u v' a • ψ (x + a) := by
        rw [c1, c2, solution_expansion hf hψ (x + a)]
        module

/-- If the Hill discriminant of an `a`-periodic potential exceeds two in absolute value, every
solution that is bounded on the whole line is zero. -/
theorem bounded_solution_eq_zero (hf : IsFundamentalPair q u u' v v') (hq : Periodic q a)
    (hD : 2 < |discriminant u v' a|) (hψ : IsSolution q ψ ψ')
    (hb : ∃ C, ∀ x, ‖ψ x‖ ≤ C) (x : ℝ) : ψ x = 0 := by
  obtain ⟨C, hC⟩ := hb
  -- `M` is the least upper bound of the amplitude
  obtain ⟨M, hM, hleast⟩ : ∃ M, (∀ y, ‖ψ y‖ ≤ M) ∧ ∀ B, (∀ y, ‖ψ y‖ ≤ B) → M ≤ B :=
    ⟨⨆ y, ‖ψ y‖, fun y => le_ciSup (f := fun y => ‖ψ y‖)
      ⟨C, by rintro _ ⟨z, rfl⟩; exact hC z⟩ y, fun B hB => ciSup_le hB⟩
  have key : ∀ y, |discriminant u v' a| * ‖ψ y‖ ≤ M + M := fun y => by
    have h := period_recurrence hf hq hψ (y - a)
    rw [sub_add_cancel] at h
    rw [← Real.norm_eq_abs, ← norm_smul, ← h]
    exact (norm_add_le _ _).trans (add_le_add (hM _) (hM _))
  have hpos : 0 < |discriminant u v' a| := by linarith
  have hle : M ≤ (M + M) / |discriminant u v' a| := hleast _ fun y => by
    rw [le_div_iff₀ hpos]
    linarith [key y]
  rw [le_div_iff₀ hpos] at hle
  have hM0 : M ≤ 0 := by
    by_contra h
    have h' : 0 < M := not_le.1 h
    nlinarith [mul_pos h' (sub_pos.2 hD)]
  exact norm_le_zero_iff.1 ((hM x).trans hM0)

/-- A real number `D` with `|D| ≤ 2` is the sum of two complex phases whose product is one. -/
theorem exists_phases {D : ℝ} (hD : |D| ≤ 2) :
    ∃ lam μ : ℂ, lam + μ = D ∧ lam * μ = 1 ∧ ‖lam‖ = 1 ∧ ‖μ‖ = 1 := by
  obtain ⟨h1, h2⟩ := abs_le.1 hD
  have hs : √(1 - (D / 2) ^ 2) ^ 2 = 1 - (D / 2) ^ 2 := Real.sq_sqrt (by nlinarith)
  generalize √(1 - (D / 2) ^ 2) = s at hs
  have hn : ∀ t : ℝ, t ^ 2 = 1 - (D / 2) ^ 2 → ‖(⟨D / 2, t⟩ : ℂ)‖ = 1 := fun t ht => by
    refine (pow_eq_one_iff_of_nonneg (norm_nonneg _) two_ne_zero).1 ?_
    rw [Complex.sq_norm, Complex.normSq_mk]
    linear_combination ht
  refine ⟨⟨D / 2, s⟩, ⟨D / 2, -s⟩, Complex.ext (by simp) (by simp), ?_,
    hn s hs, hn (-s) (by rw [neg_sq, hs])⟩
  apply Complex.ext
  · simp only [Complex.mul_re, Complex.one_re]
    linear_combination hs
  · simp only [Complex.mul_im, Complex.one_im]
    ring

/-- If the Hill discriminant of an `a`-periodic potential is at most two in absolute value, there
is a non-zero Bloch solution, which only acquires a phase under translation by `a`. -/
theorem exists_bloch_solution (hf : IsFundamentalPair q u u' v v') (hq : Periodic q a)
    (hD : |discriminant u v' a| ≤ 2) :
    ∃ lam : ℂ, ‖lam‖ = 1 ∧ ∃ φ φ' : ℝ → ℂ, IsSolution q φ φ' ∧ (∃ x, φ x ≠ 0) ∧
      ∀ x, φ (x + a) = lam * φ x := by
  obtain ⟨lam, μ, hsum, hprod, hlam, hμ⟩ := exists_phases hD
  -- `u`, read as a complex wave function
  obtain ⟨φ, φ', hφ, h0⟩ : ∃ φ φ' : ℝ → ℂ, IsSolution q φ φ' ∧ φ 0 ≠ 0 :=
    ⟨fun x => (u x : ℂ), fun x => (u' x : ℂ), fun x => ⟨(hf.solU x).1.ofReal_comp,
      (hf.solU x).2.ofReal_comp.congr_deriv (by simp)⟩, by simp [hf.u_zero]⟩
  by_cases h : ∀ x, φ (x + a) - μ * φ x = 0
  · exact ⟨μ, hμ, φ, φ', hφ, ⟨0, h0⟩, fun x => sub_eq_zero.1 (h x)⟩
  · -- otherwise `φ (x + a) - μ * φ x` is a non-zero solution with multiplier `lam`
    have hs := hφ.shift hq
    refine ⟨lam, hlam, fun x => φ (x + a) - μ * φ x, fun x => φ' (x + a) - μ * φ' x,
      fun x => ⟨(hs x).1.fun_sub ((hφ x).1.const_mul μ),
        ((hs x).2.fun_sub ((hφ x).2.const_mul μ)).congr_deriv ?_⟩,
      not_forall.1 h, fun x => ?_⟩
    · simp only [Complex.real_smul]
      ring
    · have hrec := period_recurrence hf hq hφ x
      rw [Complex.real_smul] at hrec
      linear_combination hrec - φ (x + a) * hsum + φ x * hprod

/-- For a potential of period `a > 0`, a non-zero bounded complex solution exists exactly when
the Hill discriminant is at most two in absolute value. -/
theorem exists_bounded_iff (hf : IsFundamentalPair q u u' v v') (hq : Periodic q a)
    (ha : 0 < a) :
    (∃ φ φ' : ℝ → ℂ, IsSolution q φ φ' ∧ (∃ C, ∀ x, ‖φ x‖ ≤ C) ∧ ∃ x, φ x ≠ 0) ↔
      |discriminant u v' a| ≤ 2 := by
  constructor
  · rintro ⟨φ, φ', hφ, hb, x, hx⟩
    by_contra h
    exact hx (bounded_solution_eq_zero hf hq (not_le.1 h) hφ hb x)
  · intro hD
    obtain ⟨lam, hlam, φ, φ', hφ, hne, hbl⟩ := exists_bloch_solution hf hq hD
    have hc : Continuous φ := continuous_iff_continuousAt.2 fun x => (hφ x).1.continuousAt
    -- the modulus is periodic, so a bound on one cell is a bound everywhere
    have hper : Periodic (fun x => ‖φ x‖) a := fun x => by
      show ‖φ (x + a)‖ = ‖φ x‖
      rw [hbl x, norm_mul, hlam, one_mul]
    obtain ⟨C, hC⟩ := (isCompact_Icc (a := (0 : ℝ)) (b := a)).exists_bound_of_continuousOn
      hc.continuousOn
    refine ⟨φ, φ', hφ, ⟨C, fun x => ?_⟩, hne⟩
    obtain ⟨y, hy, hxy⟩ := hper.exists_mem_Ico₀ ha x
    exact hxy.le.trans (hC y ⟨hy.1, hy.2.le⟩)

/-- For `q = 1` the normalised solutions are `cosh` and `sinh`, and the Hill discriminant exceeds
two in absolute value for every non-zero period `a`. -/
theorem bounded_solution_eq_zero_witness (ha : a ≠ 0) :
    IsFundamentalPair (fun _ => 1) Real.cosh Real.sinh Real.sinh Real.cosh ∧
      Periodic (fun _ : ℝ => (1 : ℝ)) a ∧ 2 < |discriminant Real.cosh Real.cosh a| := by
  refine ⟨⟨fun x => ⟨Real.hasDerivAt_cosh x, ?_⟩, fun x => ⟨Real.hasDerivAt_sinh x, ?_⟩,
    Real.cosh_zero, Real.sinh_zero, Real.sinh_zero, Real.cosh_zero⟩, fun _ => rfl, ?_⟩
  · exact (Real.hasDerivAt_sinh x).congr_deriv (one_smul ℝ _).symm
  · exact (Real.hasDerivAt_cosh x).congr_deriv (one_smul ℝ _).symm
  · have h := Real.one_lt_cosh.2 ha
    refine lt_of_lt_of_le ?_ (le_abs_self _)
    rw [discriminant]
    linarith

end HillDiscriminant
```

```lean
#print axioms HillDiscriminant.bounded_solution_eq_zero
#print axioms HillDiscriminant.exists_bounded_iff
```

```
'HillDiscriminant.bounded_solution_eq_zero' depends on axioms: [propext, Classical.choice, Quot.sound]
'HillDiscriminant.exists_bounded_iff' depends on axioms: [propext, Classical.choice, Quot.sound]
```

## From the Wronskian to the supremum in Lean

`wronskian_const` differentiates by the product rule, lets `module` cancel the terms, and concludes that a function with zero derivative is constant. `wronskian_eq_one` inserts the initial data, and the `calc` block of `solution_expansion` is the expansion above.

`IsSolution.shift` translates a solution by one period. In `period_recurrence`, `hU` and `hV` are the two shift formulas; `linear_combination` then uses the unit Wronskian `hW` to obtain the recurrences `c1` and `c2` for $u$ and $v$.

`bounded_solution_eq_zero` takes `M` as the least upper bound of the norm. `key` is the recurrence at `y - a` with the triangle inequality, `hleast` passes to the supremum, and `nlinarith` rules out $M>0$.

`exists_phases` constructs $\lambda$ (`lam`) and $\mu$. `exists_bloch_solution` splits on whether $\chi$ vanishes, and `exists_bounded_iff` adds compactness of $[0,a]$. Finally, `bounded_solution_eq_zero_witness` confirms that $q=1$, with $\cosh$ and $\sinh$, meets the conditions on the potential and on $D$ for every $a\neq0$.
